# The density of free spinless fermions filling the lowest N levels of a box is a sum of squared sines

For a box of length L > 0, the lemma takes N non-interacting spinless fermions, one in each of the orbitals √(2/L) sin(kπx/L) with k = 1, …, N. The density is defined as the diagonal of the one-particle density matrix, that is, the sum over the filled levels of the orbital at x times itself. The lemma says that this equals the sum of (2/L) sin²(kπx/L) over the same levels, for every natural number N and every real x. The attempt compares the two sums term by term and uses √(2/L) · √(2/L) = 2/L to match each pair of terms.

An attempt in Lean 4 with a fault in it:

```lean
import Mathlib

open Real Filter Topology

namespace DensityEqSumSinSq

noncomputable section

/-- The `k`-th orbital `sqrt(2/L) sin(kπx/L)` of a box of length `L > 0`. -/
def orbital (L : ℝ) (k : ℕ) (x : ℝ) : ℝ :=
  Real.sqrt (2 / L) * Real.sin (k * π * x / L)

/-- The one-particle density matrix of `N` spinless fermions filling the orbitals
`k = 1, ..., N` of a box of length `L > 0`. -/
def densityMatrix (L : ℝ) (N : ℕ) (x y : ℝ) : ℝ :=
  ∑ k ∈ Finset.Icc 1 N, orbital L k x * orbital L k y

/-- The particle density, the diagonal of the one-particle density matrix, for `L > 0`. -/
def density (L : ℝ) (N : ℕ) (x : ℝ) : ℝ := densityMatrix L N x x

/-- For `L > 0` the density is the sum of `(2/L) sin²(kπx/L)` over the filled levels. -/
theorem density_eq_sum_sin_sq {L : ℝ} (hL : 0 < L) (N : ℕ) (x : ℝ) :
    density L N x = ∑ k ∈ Finset.Icc 1 N, 2 / L * Real.sin (k * π * x / L) ^ 2 := by
  have hs : Real.sqrt (2 / L) * Real.sqrt (2 / L) = 2 / L :=
    Real.mul_self_sqrt (by positivity)
  refine Finset.sum_congr rfl fun k _ => ?_
  rw [orbital]
  linear_combination Real.sin (k * π * x / L) ^ 2 * hs

end

end DensityEqSumSinSq
```

Compiling this gives:

```
Main.lean:26:9: error: typeclass instance problem is stuck
  AddCommMonoid ?m.89

Note: Lean will not try to resolve this typeclass instance problem because the type argument to `AddCommMonoid` is a metavariable. This argument must be fully determined before Lean will try to resolve the typeclass.

Hint: Adding type annotations and supplying implicit arguments to functions can give Lean more information for typeclass resolution. For example, if you have a variable `x` that you intend to be a `Nat`, but Lean reports it as having an unresolved type like `?m`, replacing `x` with `(x : Nat)` can get typeclass resolution un-stuck.
```

After these edits no error is left:

```diff
@@ -24,4 +24,5 @@
   have hs : Real.sqrt (2 / L) * Real.sqrt (2 / L) = 2 / L :=
     Real.mul_self_sqrt (by positivity)
+  rw [density, densityMatrix]
   refine Finset.sum_congr rfl fun k _ => ?_
   rw [orbital]
```

Diagnosis. The error is at `Finset.sum_congr`, which proves that two sums are equal by comparing their terms. The lemma works for sums in any type with an `AddCommMonoid` instance, and Lean has to learn from the goal which type that is. Here the type was still unknown, the `?m.89` of the message, when Lean needed the instance, so the search for it got stuck. Nothing is wrong with the real numbers as an additive monoid.

What got in the way is the left side of the goal. It reads `density L N x`, and the sum is hidden behind two definitions, whereas `Finset.sum_congr` expects a sum on both sides.

The added line `rw [density, densityMatrix]` unfolds both definitions. The goal is then visibly an equation between two sums of reals over `Finset.Icc 1 N`, so `Finset.sum_congr` can read off the type and reduce the goal to a single term. The remaining steps are unchanged.
